# Moments of a partly filled semi-elliptic band by the substitution x = a sin θ

A band of half-width `a > 0`, centred at zero energy, has the semi-elliptic density of states 2/(πa²) · √(a² − x²), whose integral over the whole band is one. All states from the lower edge −a up to a sharp level μ = a sin c are counted, with c between −π/2 and π/2. The lemma says that the `n`-th moment of the energy over these states is 2aⁿ/π times F(c) − F(−π/2), where F is any antiderivative of sinⁿθ cos²θ. The proof substitutes x = a sin θ, replaces the square root by a cos θ, which is not negative on this range, and evaluates the remaining integral through F.

An attempt in Lean 4 with a fault in it:

```lean
import Mathlib

open Real

namespace RectangularVersusSemiElliptic

noncomputable section

/-- The `n`-th moment of the states between the lower band edge `-a` and the level `μ`,
for a band with density of states `D`. -/
def filledMoment (D : ℝ → ℝ) (a μ : ℝ) (n : ℕ) : ℝ := ∫ x in (-a)..μ, x ^ n * D x

/-- The semi-elliptic density of states of half-width `a`. -/
def semiEllipticDOS (a : ℝ) : ℝ → ℝ := fun x => 2 / (π * a ^ 2) * √(a ^ 2 - x ^ 2)

/-- With `x = a sin θ`, the `n`-th moment of the semi-elliptic band filled up to `μ = a sin c` is `2
aⁿ / π` times the increment from `-π / 2` to `c` of an antiderivative `F` of `sinⁿ θ cos² θ`. -/
theorem semiElliptic_filled {a μ c : ℝ} (ha : 0 < a) {n : ℕ} {F : ℝ → ℝ}
    (hF : ∀ θ, HasDerivAt F (sin θ ^ n * cos θ ^ 2) θ)
    (hc : c ∈ Set.Icc (-(π / 2)) (π / 2)) (hμ : a * sin c = μ) :
    filledMoment (semiEllipticDOS a) a μ n
      = 2 / (π * a ^ 2) * (a ^ (n + 2) * (F c - F (-(π / 2)))) := by
  have e : a * sin (-(π / 2)) = -a := by
    rw [Real.sin_neg, Real.sin_pi_div_two]; ring
  -- the change of variables
  have h : (∫ θ in (-(π / 2))..c,
        ((a * sin θ) ^ n * √(a ^ 2 - (a * sin θ) ^ 2)) * (a * cos θ))
      = ∫ x in (a * sin (-(π / 2)))..(a * sin c), x ^ n * √(a ^ 2 - x ^ 2) :=
    intervalIntegral.integral_comp_mul_deriv
      (f := fun θ => a * sin θ) (f' := fun θ => a * cos θ)
      (g := fun x => x ^ n * √(a ^ 2 - x ^ 2))
      (fun θ _ => (Real.hasDerivAt_sin θ).const_mul a) (by fun_prop) (by fun_prop)
  rw [e, hμ] at h
  -- the square root becomes `a cos θ`
  have h2 : (∫ θ in (-(π / 2))..c,
        ((a * sin θ) ^ n * √(a ^ 2 - (a * sin θ) ^ 2)) * (a * cos θ))
      = ∫ θ in (-(π / 2))..c, a ^ (n + 2) * (sin θ ^ n * cos θ ^ 2) := by
    apply intervalIntegral.integral_congr
    intro θ hθ
    rw [Set.uIcc_of_le hc.1] at hθ
    have hcos : 0 ≤ cos θ := Real.cos_nonneg_of_mem_Icc ⟨hθ.1, hθ.2.trans hc.2⟩
    have hs : √(a ^ 2 - (a * sin θ) ^ 2) = a * cos θ := by
      rw [show a ^ 2 - (a * sin θ) ^ 2 = (a * cos θ) ^ 2 by
        linear_combination (-a ^ 2) * Real.sin_sq_add_cos_sq θ]
      exact Real.sqrt_sq (mul_nonneg ha.le hcos)
    simp only [hs, mul_pow]
    ring
  have h3 : (∫ θ in (-(π / 2))..c, sin θ ^ n * cos θ ^ 2) = F c - F (-(π / 2)) :=
    intervalIntegral.integral_eq_sub_of_hasDerivAt (fun θ _ => hF θ)
      (Continuous.intervalIntegrable (by fun_prop) _ _)
  rw [intervalIntegral.integral_const_mul, h3] at h2
  rw [← h2, h, ← intervalIntegral.integral_const_mul]
  unfold filledMoment semiEllipticDOS
  congr 1
  funext x
  ring

end

end RectangularVersusSemiElliptic
```

Lean reports:

```
Try this:
  [apply] ring_nf
  
  The `ring` tactic failed to close the goal. Use `ring_nf` to obtain a normal form.
    
  Note that `ring` works primarily in *commutative* rings. If you have a noncommutative ring, abelian group or module, consider using `noncomm_ring`, `abel` or `module` instead.
Main.lean:37:71: error: unsolved goals
a μ c : ℝ
ha : 0 < a
n : ℕ
F : ℝ → ℝ
hF : ∀ (θ : ℝ), HasDerivAt F (sin θ ^ n * cos θ ^ 2) θ
hc : c ∈ Set.Icc (-(π / 2)) (π / 2)
hμ : a * sin c = μ
e : a * sin (-(π / 2)) = -a
h :
  ∫ (θ : ℝ) in -(π / 2)..c, (a * sin θ) ^ n * √(a ^ 2 - (a * sin θ) ^ 2) * (a * cos θ) =
    ∫ (x : ℝ) in -a..μ, x ^ n * √(a ^ 2 - x ^ 2)
θ : ℝ
hθ : θ ∈ Set.Icc (-(π / 2)) c
hcos : 0 ≤ cos θ
hs : √(a ^ 2 - (a * sin θ) ^ 2) = a * cos θ
⊢ a * a ^ n * sin θ ^ n * √(a ^ 2 - a ^ 2 * sin θ ^ 2) * cos θ = a ^ 2 * a ^ n * sin θ ^ n * cos θ ^ 2
Main.lean:46:15: warning: This simp argument is unused:
  hs

Hint: Omit it from the simp argument list.
  [apply] simp only [mul_pow]

Note: This linter can be disabled with `set_option linter.unusedSimpArgs false`
```

The error is in `h2`, where the two integrands are compared at a fixed θ. The fact `hs` turns `√(a ^ 2 - (a * sin θ) ^ 2)` into `a * cos θ`, but it was given to `simp only` together with `mul_pow`. Since `simp` simplifies inner terms first, `mul_pow` changed `(a * sin θ) ^ 2` under the root into `a ^ 2 * sin θ ^ 2`, and the left side of `hs` no longer matched. This is why the linter reports `hs` as unused and why the root is still there in the unsolved goal. `ring` does not use `hs` and treats the root as an opaque quantity, so it could not close the goal.

The repair calls `simp only [hs]` alone, so the root is replaced while it still has the form that `hs` expects. Only then does `rw [mul_pow]` split `(a * sin θ) ^ n` into `a ^ n * sin θ ^ n`. What remains is an identity between products of powers, which `ring` proves.

The mended proof, as a diff:

```diff
@@ -44,5 +44,6 @@
         linear_combination (-a ^ 2) * Real.sin_sq_add_cos_sq θ]
       exact Real.sqrt_sq (mul_nonneg ha.le hcos)
-    simp only [hs, mul_pow]
+    simp only [hs]
+    rw [mul_pow]
     ring
   have h3 : (∫ θ in (-(π / 2))..c, sin θ ^ n * cos θ ^ 2) = F c - F (-(π / 2)) :=
```
